# The logarithmic density of states of the saddle $xy$ on a rectangle

A vibrational branch of a two-dimensional crystal can have saddle points in its Brillouin zone as well as minima and maxima. At a saddle the frequency rises along one direction and falls along another, and near a nondegenerate saddle the contours of constant frequency are approximately hyperbolas. How many modes lie within a small energy $E$ of the saddle, and how does that number grow with $E$?

To second order, the energy measured from a nondegenerate saddle is $\alpha u^2-\beta v^2$, with $\alpha,\beta>0$ and $u,v$ the wave-vector components along the principal axes. The coordinates $x=\sqrt\alpha\,u-\sqrt\beta\,v$ and $y=\sqrt\alpha\,u+\sqrt\beta\,v$ turn this into $xy$ and multiply areas by the constant $2\sqrt{\alpha\beta}$. We take the energy to be exactly $xy$ and keep the modes with $|x|\le a$, $|y|\le b$, where $a,b>0$. The rectangle stands for the finite extent of the zone around the saddle.

## Area between the axes and the hyperbola

Let $N(E)$ be the area of the modes with $0\le xy\le E$. For $0<E<ab$,

$$N(E)=2E\left(1+\ln\frac{ab}{E}\right),\qquad N'(E)=2\ln\frac{ab}{E}.$$

Start with $x,y>0$. At fixed $x\in(0,a]$ the allowed $y$ satisfy $0<y\le\min(b,E/x)$. The two bounds are equal at $x=E/b$, which is less than $a$ because $E<ab$. The area in this quadrant is therefore

$$\int_0^{E/b} b\,dx+\int_{E/b}^{a}\frac{E}{x}\,dx=E+E\ln\frac{ab}{E}.$$

The product $xy$ is also positive when both components are negative. That part is the image of the first under $(x,y)\mapsto(-x,-y)$ and has the same area. The axes, where $xy=0$, have zero area, so the total is twice the quadrant area.

The product rule gives the density of states:

$$N'(E)=2\left(1+\ln\frac{ab}{E}\right)+2E\left(-\frac1E\right)=2\ln\frac{ab}{E}.$$

It exceeds any given $C$ once $E<ab\,e^{-C/2}$ and $E<ab$, so it diverges as $E\to0^+$. For $a=b=1$ the two results become $2E(1-\ln E)$ and $-2\ln E$.

The reflection $x\mapsto-x$ preserves area and the rectangle and reverses the sign of $xy$. The window $-E\le xy\le0$ therefore holds the same area of modes as $0\le xy\le E$.

At the other end of the range, $E\to ab$, the area tends to $2ab$, half of the rectangle, and the density falls to zero: the hyperbola has shrunk into the corners.

This is the logarithmic van Hove peak for harmonic modes with an exactly quadratic saddle and a rectangular cutoff; a general dispersion would also need control of the higher-order terms. In the same model, a histogram bin $[0,w]$ with $0<w<ab$ has the finite mean density $N(w)/w=2(1+\ln(ab/w))$, so the height of a computed peak depends on the bin width.

## Mode regions as sets in the plane

In Lean 4 with Mathlib:

```lean
import Mathlib

open MeasureTheory Set Filter Topology

namespace SaddleDensityOfStates

noncomputable section
```

A mode is a point `p` of `ℝ × ℝ`, with `p.1` and `p.2` the scaled coordinates $x$ and $y$. The first region is the energy window above the saddle.

```lean
/-- Wave vectors in the rectangle `|x| ≤ a`, `|y| ≤ b` whose saddle energy `x y` lies
between `0` and `E`. -/
def modesAbove (a b E : ℝ) : Set (ℝ × ℝ) :=
  {p | |p.1| ≤ a ∧ |p.2| ≤ b ∧ 0 ≤ p.1 * p.2 ∧ p.1 * p.2 ≤ E}
```

Its counterpart below the saddle has the same rectangle and the opposite energy range.

```lean
/-- Wave vectors in the same rectangle whose saddle energy `x y` lies between `-E` and `0`. -/
def modesBelow (a b E : ℝ) : Set (ℝ × ℝ) :=
  {p | |p.1| ≤ a ∧ |p.2| ≤ b ∧ -E ≤ p.1 * p.2 ∧ p.1 * p.2 ≤ 0}
```

The hand calculation began in the positive quadrant, which gets its own set. Its strict inequalities exclude the axes.

```lean
/-- The part of the mode region with both wave-vector components positive. -/
def quadrant (a b E : ℝ) : Set (ℝ × ℝ) :=
  {p | 0 < p.1 ∧ p.1 ≤ a ∧ 0 < p.2 ∧ p.2 ≤ b ∧ p.1 * p.2 ≤ E}
```

The count $N(E)$ is the Lebesgue area, `volume`, converted to a real number. It is an area in the scaled plane, not a number of modes per unit cell; the conversion requires the Jacobian above and the usual normalisation of wave-vector space.

```lean
/-- The integrated mode count: the area of the modes with energy between `0` and `E`. -/
def modeCount (a b E : ℝ) : ℝ := (volume (modesAbove a b E)).toReal
```

## Slicing the positive quadrant

Computing an area by slices requires a measurable set. The quadrant region is an intersection of five sets, each defined by an inequality between continuous functions.

```lean
/-- The positive-quadrant region is measurable. -/
lemma measurableSet_quadrant (a b E : ℝ) : MeasurableSet (quadrant a b E) := by
  have h1 : MeasurableSet {p : ℝ × ℝ | 0 < p.1} := measurableSet_lt (by fun_prop) (by fun_prop)
  have h2 : MeasurableSet {p : ℝ × ℝ | p.1 ≤ a} := measurableSet_le (by fun_prop) (by fun_prop)
  have h3 : MeasurableSet {p : ℝ × ℝ | 0 < p.2} := measurableSet_lt (by fun_prop) (by fun_prop)
  have h4 : MeasurableSet {p : ℝ × ℝ | p.2 ≤ b} := measurableSet_le (by fun_prop) (by fun_prop)
  have h5 : MeasurableSet {p : ℝ × ℝ | p.1 * p.2 ≤ E} :=
    measurableSet_le (by fun_prop) (by fun_prop)
  exact h1.inter (h2.inter (h3.inter (h4.inter h5)))
```

The next theorem is the integral done by hand. `ENNReal.ofReal` places a real number among the values $[0,\infty]$ that a measure can take; the number here is positive, so nothing is lost.

```lean
/-- For `0 < E < a b` the modes in the rectangle with both components positive and energy at most
`E` fill the area `E (1 + ln (a b / E))`. -/
theorem quadrant_area {a b E : ℝ} (ha : 0 < a) (hb : 0 < b) (hE : 0 < E) (hEab : E < a * b) :
    volume (quadrant a b E) = ENNReal.ofReal (E * (1 + Real.log (a * b / E))) := by
  have hc : 0 < E / b := div_pos hE hb
  have hca : E / b ≤ a := (div_le_iff₀ hb).2 hEab.le
  -- the slice at fixed `x` is an interval of length `min b (E / x)`
  have fib : ∀ x : ℝ, volume (Prod.mk x ⁻¹' quadrant a b E) =
      (Ioc 0 a).indicator (fun x => ENNReal.ofReal (min b (E / x))) x := by
    intro x
    by_cases hx : x ∈ Ioc 0 a
    · have h : Prod.mk x ⁻¹' quadrant a b E = Ioc 0 (min b (E / x)) := by
        ext y
        simp only [quadrant, mem_preimage, Set.mem_ofPred_eq, mem_Ioc, le_min_iff,
          le_div_iff₀ hx.1]
        constructor
        · rintro ⟨_, _, h1, h2, h3⟩
          exact ⟨h1, h2, by linarith [mul_comm x y]⟩
        · rintro ⟨h1, h2, h3⟩
          exact ⟨hx.1, hx.2, h1, h2, by linarith [mul_comm x y]⟩
      rw [indicator_of_mem hx, h, Real.volume_Ioc, sub_zero]
    · have h : Prod.mk x ⁻¹' quadrant a b E = ∅ := by
        ext y
        simp only [quadrant, mem_preimage, Set.mem_ofPred_eq, mem_empty_iff_false, iff_false]
        rintro ⟨h1, h2, _⟩
        exact hx ⟨h1, h2⟩
      rw [indicator_of_notMem hx, h, measure_empty]
  -- for `x ≤ E / b` the slice is cut off by the edge `y = b` of the rectangle
  have p1 : ∫⁻ x in Ioc 0 (E / b), ENNReal.ofReal (min b (E / x)) = ENNReal.ofReal E := by
    have h : ∫⁻ x in Ioc 0 (E / b), ENNReal.ofReal (min b (E / x)) =
        ∫⁻ _ in Ioc 0 (E / b), ENNReal.ofReal b := by
      refine setLIntegral_congr_fun measurableSet_Ioc (fun x hx => ?_)
      have h1 : b ≤ E / x := by
        rw [le_div_iff₀ hx.1]
        linarith [(le_div_iff₀ hb).1 hx.2, mul_comm x b]
      simp only [min_eq_left h1]
    have h2 : b * (E / b) = E := by field_simp
    rw [h, setLIntegral_const, Real.volume_Ioc, sub_zero, ← ENNReal.ofReal_mul hb.le, h2]
  -- beyond it the slice ends on the hyperbola, which produces the logarithm
  have p2 : ∫⁻ x in Ioc (E / b) a, ENNReal.ofReal (min b (E / x)) =
      ENNReal.ofReal (E * Real.log (a * b / E)) := by
    have h : ∫⁻ x in Ioc (E / b) a, ENNReal.ofReal (min b (E / x)) =
        ∫⁻ x in Ioc (E / b) a, ENNReal.ofReal (E / x) := by
      refine setLIntegral_congr_fun measurableSet_Ioc (fun x hx => ?_)
      have h1 : E / x ≤ b := by
        rw [div_le_iff₀ (hc.trans hx.1)]
        linarith [(div_lt_iff₀ hb).1 hx.1, mul_comm x b]
      simp only [min_eq_right h1]
    have hcont : ContinuousOn (fun x : ℝ => E / x) (Icc (E / b) a) :=
      continuousOn_const.div continuousOn_id (fun x hx => (hc.trans_le hx.1).ne')
    have hint : IntegrableOn (fun x : ℝ => E / x) (Ioc (E / b) a) :=
      hcont.integrableOn_Icc.mono_set Ioc_subset_Icc_self
    have hnn : 0 ≤ᵐ[volume.restrict (Ioc (E / b) a)] (fun x : ℝ => E / x) := by
      filter_upwards [ae_restrict_mem measurableSet_Ioc] with x hx
      exact div_nonneg hE.le (hc.trans hx.1).le
    have hf : (fun x : ℝ => E / x) = fun x => E * x⁻¹ := by
      funext x
      exact div_eq_mul_inv E x
    rw [h, ← ofReal_integral_eq_lintegral_ofReal hint hnn,
      ← intervalIntegral.integral_of_le hca, hf, intervalIntegral.integral_const_mul,
      integral_inv_of_pos hc ha, div_div_eq_mul_div]
  have hdisj : Disjoint (Ioc 0 (E / b)) (Ioc (E / b) a) :=
    Set.disjoint_left.2 fun x hx hy => absurd hx.2 (not_le_of_gt hy.1)
  have hlog : 0 ≤ Real.log (a * b / E) := Real.log_nonneg ((one_le_div hE).2 hEab.le)
  rw [Measure.volume_eq_prod, Measure.prod_apply (measurableSet_quadrant a b E),
    lintegral_congr fib, lintegral_indicator measurableSet_Ioc,
    ← Ioc_union_Ioc_eq_Ioc hc.le hca, lintegral_union measurableSet_Ioc hdisj, p1, p2,
    ← ENNReal.ofReal_add hE.le (mul_nonneg hE.le hlog)]
  congr 1
  ring
```

The step `fib` identifies the slice at $x$ as an interval of length $\min(b,E/x)$, or as empty if $x$ lies outside $(0,a]$. Then `p1` evaluates the integral up to $E/b$, where the slice has constant length $b$, and `p2` evaluates the rest, where the integral of $1/x$ gives the logarithm. The final rewriting expresses the area as the integral of the slice lengths, splits it at $E/b$ and adds the two values.

## Inversion and the factor of two

The axes are a union of two products, each with a single point as one factor, and so have measure zero.

```lean
/-- The two coordinate axes of the wave-vector plane have zero area. -/
lemma axes_null : volume {p : ℝ × ℝ | p.1 = 0 ∨ p.2 = 0} = 0 := by
  have h : {p : ℝ × ℝ | p.1 = 0 ∨ p.2 = 0} =
      (({0} : Set ℝ) ×ˢ (univ : Set ℝ)) ∪ ((univ : Set ℝ) ×ˢ ({0} : Set ℝ)) := by
    ext p
    simp
  rw [h, Measure.volume_eq_prod]
  refine measure_union_null ?_ ?_ <;> rw [Measure.prod_prod] <;> simp
```

The full window can now be assembled for positive `a` and `b` and $0<E<ab$.

```lean
/-- For `0 < E < a b` the modes with saddle energy between `0` and `E` fill the area
`2 E (1 + ln (a b / E))`. -/
theorem modesAbove_area {a b E : ℝ} (ha : 0 < a) (hb : 0 < b) (hE : 0 < E)
    (hEab : E < a * b) :
    volume (modesAbove a b E) = ENNReal.ofReal (2 * E * (1 + Real.log (a * b / E))) := by
  have hQ := measurableSet_quadrant a b E
  have hmp : MeasurePreserving (Prod.map (Neg.neg : ℝ → ℝ) (Neg.neg : ℝ → ℝ))
      (volume.prod volume) (volume.prod volume) :=
    (Measure.measurePreserving_neg volume).prod (Measure.measurePreserving_neg volume)
  have hneg : volume (Prod.map (Neg.neg : ℝ → ℝ) (Neg.neg : ℝ → ℝ) ⁻¹' quadrant a b E) =
      volume (quadrant a b E) := hmp.measure_preimage hQ.nullMeasurableSet
  -- off the axes, the region is the quadrant piece and its image under inversion
  have hae : volume (modesAbove a b E) = volume (quadrant a b E ∪
      Prod.map (Neg.neg : ℝ → ℝ) (Neg.neg : ℝ → ℝ) ⁻¹' quadrant a b E) := by
    refine measure_congr (Filter.eventuallyEq_set.2 ?_)
    filter_upwards [compl_mem_ae_iff.2 axes_null] with p hp
    obtain ⟨x, y⟩ := p
    have hx0 : x ≠ 0 := fun h => hp (Or.inl h)
    have hy0 : y ≠ 0 := fun h => hp (Or.inr h)
    change (|x| ≤ a ∧ |y| ≤ b ∧ 0 ≤ x * y ∧ x * y ≤ E) ↔
      (0 < x ∧ x ≤ a ∧ 0 < y ∧ y ≤ b ∧ x * y ≤ E) ∨
      (0 < -x ∧ -x ≤ a ∧ 0 < -y ∧ -y ≤ b ∧ -x * -y ≤ E)
    rw [neg_mul_neg, abs_le, abs_le]
    constructor
    · rintro ⟨⟨h1, h2⟩, ⟨h3, h4⟩, h5, h6⟩
      rcases lt_or_gt_of_ne hx0 with hx | hx <;> rcases lt_or_gt_of_ne hy0 with hy | hy
      · exact Or.inr ⟨by linarith, by linarith, by linarith, by linarith, h6⟩
      · exact absurd h5 (not_le_of_gt (mul_neg_of_neg_of_pos hx hy))
      · exact absurd h5 (not_le_of_gt (mul_neg_of_pos_of_neg hx hy))
      · exact Or.inl ⟨hx, h2, hy, h4, h6⟩
    · rintro (⟨h1, h2, h3, h4, h5⟩ | ⟨h1, h2, h3, h4, h5⟩)
      · exact ⟨⟨by linarith, h2⟩, ⟨by linarith, h4⟩, (mul_pos h1 h3).le, h5⟩
      · exact ⟨⟨by linarith, by linarith⟩, ⟨by linarith, by linarith⟩,
          by nlinarith [mul_pos h1 h3], h5⟩
  have hdisj : Disjoint (quadrant a b E)
      (Prod.map (Neg.neg : ℝ → ℝ) (Neg.neg : ℝ → ℝ) ⁻¹' quadrant a b E) := by
    refine Set.disjoint_left.2 fun p hp hq => ?_
    have h1 : 0 < p.1 := hp.1
    have h2 : 0 < -p.1 := hq.1
    linarith
  rw [hae, measure_union hdisj (hmp.measurable hQ), hneg, quadrant_area ha hb hE hEab,
    ← two_mul, mul_assoc (2 : ℝ) E, ENNReal.ofReal_mul (by norm_num : (0 : ℝ) ≤ 2),
    ENNReal.ofReal_ofNat]
```

Here `hmp` says that inversion preserves area, and `hneg` applies this to the quadrant. The step `hae` discards the axes and checks the four sign combinations of $x$ and $y$: two contradict $xy\ge0$, and the other two are the quadrant and its inverted copy. These are disjoint by `hdisj`, so their areas add.

Setting both half-widths to one gives the square $[-1,1]^2$.

```lean
/-- For `0 < E < 1` the modes in the square `[-1, 1]²` with `0 ≤ x y ≤ E` fill the area `2 E (1 - ln
E)`. -/
theorem unit_square_area {E : ℝ} (hE : 0 < E) (hE1 : E < 1) :
    volume (modesAbove 1 1 E) = ENNReal.ofReal (2 * E * (1 - Real.log E)) := by
  rw [modesAbove_area one_pos one_pos hE (by linarith), one_mul, one_div, Real.log_inv,
    ← sub_eq_add_neg]
```

## Equal windows on both sides of the saddle

The reflection argument uses no area formula, so the theorem places no condition on `a`, `b` or `E`.

```lean
/-- The energy windows of width `E` just above and just below the saddle energy contain
equal areas of modes. -/
theorem modesBelow_area_eq (a b E : ℝ) :
    volume (modesBelow a b E) = volume (modesAbove a b E) := by
  have h1 : MeasurableSet {p : ℝ × ℝ | |p.1| ≤ a} :=
    measurableSet_le continuous_fst.abs.measurable measurable_const
  have h2 : MeasurableSet {p : ℝ × ℝ | |p.2| ≤ b} :=
    measurableSet_le continuous_snd.abs.measurable measurable_const
  have h3 : MeasurableSet {p : ℝ × ℝ | 0 ≤ p.1 * p.2} :=
    measurableSet_le (by fun_prop) (by fun_prop)
  have h4 : MeasurableSet {p : ℝ × ℝ | p.1 * p.2 ≤ E} :=
    measurableSet_le (by fun_prop) (by fun_prop)
  have hS : MeasurableSet (modesAbove a b E) := h1.inter (h2.inter (h3.inter h4))
  -- the reflection `x → -x` reverses the sign of the energy
  have hmp : MeasurePreserving (Prod.map (Neg.neg : ℝ → ℝ) (id : ℝ → ℝ))
      (volume.prod volume) (volume.prod volume) :=
    (Measure.measurePreserving_neg volume).prod (MeasurePreserving.id volume)
  have h : modesBelow a b E =
      Prod.map (Neg.neg : ℝ → ℝ) (id : ℝ → ℝ) ⁻¹' modesAbove a b E := by
    ext ⟨x, y⟩
    change (|x| ≤ a ∧ |y| ≤ b ∧ -E ≤ x * y ∧ x * y ≤ 0) ↔
      (|-x| ≤ a ∧ |y| ≤ b ∧ 0 ≤ -x * y ∧ -x * y ≤ E)
    rw [abs_neg, neg_mul]
    constructor
    · rintro ⟨h1, h2, h3, h4⟩
      exact ⟨h1, h2, by linarith, by linarith⟩
    · rintro ⟨h1, h2, h3, h4⟩
      exact ⟨h1, h2, by linarith, by linarith⟩
  rw [h]
  exact hmp.measure_preimage hS.nullMeasurableSet
```

The step `h` shows that the lower window is the preimage of the upper one under $(x,y)\mapsto(-x,y)$. Since that map preserves area, the two volumes agree.

## The derivative and its divergence

The density of states is the derivative of the area itself. `HasDerivAt` says that `modeCount a b` is differentiable at `E`, with the stated derivative.

```lean
/-- The density of states, the derivative of the integrated mode count, is
`2 ln (a b / E)` for `0 < E < a b`. -/
theorem hasDerivAt_modeCount {a b E : ℝ} (ha : 0 < a) (hb : 0 < b) (hE : 0 < E)
    (hEab : E < a * b) :
    HasDerivAt (modeCount a b) (2 * Real.log (a * b / E)) E := by
  have hab : a * b ≠ 0 := (mul_pos ha hb).ne'
  have hd : HasDerivAt (fun e : ℝ => 2 * e * (1 + (Real.log (a * b) - Real.log e)))
      (2 * Real.log (a * b / E)) E := by
    refine (((hasDerivAt_id' E).const_mul 2).fun_mul
      (((Real.hasDerivAt_log hE.ne').const_sub (Real.log (a * b))).const_add 1)).congr_deriv ?_
    rw [Real.log_div hab hE.ne']
    have h : E * E⁻¹ = 1 := mul_inv_cancel₀ hE.ne'
    linear_combination (-2) * h
  -- the closed formula for the area holds in a neighbourhood of `E`
  refine hd.congr_of_eventuallyEq ?_
  filter_upwards [Ioo_mem_nhds hE hEab] with e he
  have hlog : 0 ≤ Real.log (a * b / e) := Real.log_nonneg ((one_le_div he.1).2 he.2.le)
  have hnn : 0 ≤ 2 * e * (1 + Real.log (a * b / e)) :=
    mul_nonneg (by linarith [he.1]) (by linarith)
  rw [modeCount, modesAbove_area ha hb he.1 he.2, ENNReal.toReal_ofReal hnn,
    Real.log_div hab he.1.ne']
```

The proof first differentiates the closed formula, with the logarithm written as $\ln(ab)-\ln E$; this is `hd`. A derivative depends on the function near the point as well as at it, so the proof then shows that the count equals the formula throughout the open interval $(0,ab)$, which contains `E`.

On the square $[-1,1]^2$ the density becomes $-2\ln E$.

```lean
/-- In the square `[-1, 1]²` the density of states at `0 < E < 1` is `-2 ln E`. -/
theorem unit_square_density {E : ℝ} (hE : 0 < E) (hE1 : E < 1) :
    HasDerivAt (modeCount 1 1) (-2 * Real.log E) E := by
  refine (hasDerivAt_modeCount one_pos one_pos hE (by linarith)).congr_deriv ?_
  rw [one_mul, one_div, Real.log_inv]
  ring
```

The last theorem concerns the approach to the saddle from positive energies, written `𝓝[>] 0`. It says that, for each given bound, the derivative is at least that bound at all positive energies close enough to zero.

```lean
/-- The density of states grows without bound as the energy approaches the saddle energy
from above. -/
theorem density_tendsto_atTop {a b : ℝ} (ha : 0 < a) (hb : 0 < b) :
    Tendsto (deriv (modeCount a b)) (𝓝[>] 0) atTop := by
  have hab : 0 < a * b := mul_pos ha hb
  refine tendsto_atTop.2 fun C => ?_
  have hpos : 0 < min (a * b) (a * b / Real.exp (C / 2)) :=
    lt_min hab (div_pos hab (Real.exp_pos _))
  filter_upwards [Ioo_mem_nhdsGT hpos] with E hE
  have h1 : E < a * b := hE.2.trans_le (min_le_left _ _)
  have h2 : E < a * b / Real.exp (C / 2) := hE.2.trans_le (min_le_right _ _)
  rw [(hasDerivAt_modeCount ha hb hE.1 h1).deriv]
  have h3 : Real.exp (C / 2) ≤ a * b / E := by
    rw [le_div_iff₀ hE.1]
    linarith [(lt_div_iff₀ (Real.exp_pos (C / 2))).1 h2, mul_comm E (Real.exp (C / 2))]
  have h4 : C / 2 ≤ Real.log (a * b / E) :=
    (Real.le_log_iff_exp_le (div_pos hab hE.1)).2 h3
  linarith

end

end SaddleDensityOfStates
```

For a given `C`, the proof takes $E$ below both $ab$ and $ab\,e^{-C/2}$. The first bound makes the derivative formula available, and the second gives $\ln(ab/E)\ge C/2$, hence a density of at least $C$.

```lean
#print axioms SaddleDensityOfStates.unit_square_area
-- 'SaddleDensityOfStates.unit_square_area' depends on axioms: [propext, Classical.choice, Quot.sound]
#print axioms SaddleDensityOfStates.modesBelow_area_eq
-- 'SaddleDensityOfStates.modesBelow_area_eq' depends on axioms: [propext, Classical.choice, Quot.sound]
#print axioms SaddleDensityOfStates.unit_square_density
-- 'SaddleDensityOfStates.unit_square_density' depends on axioms: [propext, Classical.choice, Quot.sound]
#print axioms SaddleDensityOfStates.density_tendsto_atTop
-- 'SaddleDensityOfStates.density_tendsto_atTop' depends on axioms: [propext, Classical.choice, Quot.sound]
```
